# Löwdin's overlap rule for Slater determinants on a finite one-particle space

Take two particles on a finite set $X$ of points, and write $\langle a|b\rangle=\sum_{y\in X}\overline{a(y)}\,b(y)$ for complex orbitals $a,b$. From orbitals $f_0,f_1$ build

$$\Phi_f(x_0,x_1)=\frac{f_0(x_0)f_1(x_1)-f_1(x_0)f_0(x_1)}{\sqrt2},$$

and build $\Phi_g$ from $g_0,g_1$ in the same way. With $S_{ij}=\langle f_i|g_j\rangle$, summing $\overline{\Phi_f}\,\Phi_g$ over $x_0$ and $x_1$ gives four products of one-particle sums:

$$\tfrac12\left(S_{00}S_{11}-S_{01}S_{10}-S_{10}S_{01}+S_{11}S_{00}\right)=\det S.$$

Each term of the determinant appears twice, and the prefactor removes the repetition.

## Determinant overlaps and one-body elements

For $N$ particles let $D_f(x)=\det[f_i(x_k)]$ and $\Phi_f=D_f/\sqrt{N!}$, with $i,k=0,\dots,N-1$. Then

$$\langle\Phi_f|\Phi_g\rangle=\det S .$$

The orbitals may be non-orthogonal, unnormalised or linearly dependent. For a function $v:X\to\mathbb C$, put $V_{ij}=\sum_y\overline{f_i(y)}\,v(y)\,g_j(y)$. Then

$$\Big\langle\Phi_f\Big|\sum_k v(x_k)\Big|\Phi_g\Big\rangle=\sum_i F_i,$$

where $F_i$ is the determinant of $S$ with row $i$ replaced by row $i$ of $V$.

## Where nonorthogonal CI needs them

A nonorthogonal CI code mixes determinants with different orbital sets, so its generalised eigenvalue problem needs their overlaps; on a finite one-particle space the first identity supplies these, and the second supplies the matrix elements of a local potential. Neither requires a sum over $N$-particle configurations.

For invertible $S$, cofactor expansion turns the second identity into $\det S\,\operatorname{tr}(S^{-1}V)$. The row-replacement form also covers singular $S$, where that expression is unavailable.

## From Hartree products to determinants

**One product against a determinant.** For orbitals $a_k$, expand $D_g$ over permutations $\sigma$. The sum over configurations factorises particle by particle:

$$\Big\langle\prod_k a_k(x_k)\Big|D_g\Big\rangle
=\sum_\sigma\operatorname{sgn}\sigma\prod_k\langle a_k|g_{\sigma(k)}\rangle
=\det[\langle a_k|g_j\rangle].$$

**Two determinants with weights.** Insert one-particle weights $w_k(x_k)$ in the bra and expand $D_f$:

$$\Big\langle\prod_k w_k(x_k)\,D_f\Big|D_g\Big\rangle
=\sum_\sigma\operatorname{sgn}\sigma\,\det[\langle w_kf_{\sigma(k)}|g_j\rangle].$$

Row $k$ here is row $i=\sigma(k)$ of the matrix $\langle w_{\sigma^{-1}(i)}f_i|g_j\rangle$. Restoring the order of the rows gives a second factor $\operatorname{sgn}\sigma$, and the two signs multiply to 1.

**Overlap.** With unit weights all $N!$ terms equal $\det S$. The two prefactors combine to $1/N!$, which leaves $\det S$. Orthonormal orbitals $f_i$ give $\langle\Phi_f|\Phi_f\rangle=\det 1=1$. The overlap vanishes exactly when $Sc=0$ for some $c\neq0$. Since $(Sc)_i=\langle f_i|\sum_jc_jg_j\rangle$, this means that a nontrivial combination of the $g_j$ is orthogonal to every $f_i$.

**One-body operator.** For the term $v(x_m)$, set $w_m=\overline v$ and all other weights to 1; conjugation in the bra restores $v$. Permutation $\sigma$ then contributes $F_{\sigma(m)}$, so particle $m$ gives $\frac1{N!}\sum_\sigma F_{\sigma(m)}$. Now sum over $m$. For each $\sigma$, $\sum_mF_{\sigma(m)}=\sum_iF_i$, and the $N!$ equal contributions cancel the prefactor.

## Three sites with a singular overlap matrix

Let $X=\{A,B,C\}$, and list orbital values in that order:

$$f_0=g_0=(1,0,0),\qquad f_1=\tfrac1{\sqrt2}(0,1,1),\qquad g_1=\tfrac1{\sqrt2}(0,1,-1).$$

Then $S=\operatorname{diag}(1,0)$ and the overlap is 0. Let $v$ be 1 on $B$ and 0 elsewhere, so that $V=\operatorname{diag}(0,\tfrac12)$. Replacing row 0 gives determinant 0, replacing row 1 gives $\tfrac12$, and the matrix element is $\tfrac12$.

The direct sum agrees. On $(A,B),(A,C),(B,A),(C,A)$ the values of $\Phi_f$ are $\tfrac12,\tfrac12,-\tfrac12,-\tfrac12$, and those of $\Phi_g$ are $\tfrac12,-\tfrac12,-\tfrac12,\tfrac12$. The products $\tfrac14,-\tfrac14,\tfrac14,-\tfrac14$ sum to 0. Only the two configurations containing $B$ survive the weighting by $v$, and they give $\tfrac12$.

## Lean source

```lean
import Mathlib

open Matrix ComplexConjugate

namespace LowdinOverlap

noncomputable section

variable {X : Type*} [Fintype X] {N : ℕ}

/-- The inner product of two complex wave functions on a finite configuration space,
conjugate-linear in the first one. -/
def braket {Y : Type*} [Fintype Y] (φ χ : Y → ℂ) : ℂ := ∑ y, conj (φ y) * χ y

/-- The unnormalised determinant of the orbital values `f i (x k)`. -/
def orbDet (f : Fin N → X → ℂ) (x : Fin N → X) : ℂ :=
  (of fun i k => f i (x k)).det

/-- The Slater determinant of `N` orbitals, with the prefactor `1 / √N!`. -/
def slater (f : Fin N → X → ℂ) (x : Fin N → X) : ℂ :=
  orbDet f x / ((√(N.factorial : ℝ) : ℝ) : ℂ)

/-- The matrix of overlaps between two sets of orbitals. -/
def overlap (f g : Fin N → X → ℂ) : Matrix (Fin N) (Fin N) ℂ :=
  of fun i j => braket (f i) (g j)

/-- The overlap of a Hartree product with an unnormalised determinant is the determinant
of the orbital overlaps. -/
theorem hartree_overlap (a g : Fin N → X → ℂ) :
    braket (fun x : Fin N → X => ∏ k, a k (x k)) (orbDet g) = (overlap a g).det := by
  -- the sum over all configurations factorises particle by particle
  have key : ∀ σ : Equiv.Perm (Fin N), ∏ k, braket (a k) (g (σ k)) =
      ∑ x : Fin N → X, ∏ k, (conj (a k (x k)) * g (σ k) (x k)) := by
    intro σ
    simp only [braket]
    rw [Finset.prod_univ_sum, Fintype.piFinset_univ]
  calc braket (fun x : Fin N → X => ∏ k, a k (x k)) (orbDet g)
      = ∑ x : Fin N → X, ∑ σ : Equiv.Perm (Fin N), ((Equiv.Perm.sign σ : ℤ) : ℂ) *
          ∏ k, (conj (a k (x k)) * g (σ k) (x k)) := by
        simp only [braket, orbDet, det_apply', of_apply, map_prod, Finset.mul_sum,
          Finset.prod_mul_distrib]
        refine Finset.sum_congr rfl fun x _ => Finset.sum_congr rfl fun σ _ => ?_
        ring
    _ = ∑ σ : Equiv.Perm (Fin N), ((Equiv.Perm.sign σ : ℤ) : ℂ) *
          ∏ k, braket (a k) (g (σ k)) := by
        rw [Finset.sum_comm]
        simp only [key, Finset.mul_sum]
    _ = (overlap a g).det := by
        rw [← det_transpose, det_apply']
        simp only [overlap, transpose_apply, of_apply]

/-- With a product of one-particle weights on the bra, the overlap of two unnormalised
determinants is a sum of `N!` determinants, one for each assignment of weights to orbitals. -/
theorem weighted_overlap (w f g : Fin N → X → ℂ) :
    braket (fun x : Fin N → X => (∏ k, w k (x k)) * orbDet f x) (orbDet g) =
      ∑ σ : Equiv.Perm (Fin N), (overlap (fun i y => w (σ.symm i) y * f i y) g).det := by
  have hf : ∀ x : Fin N → X, orbDet f x = ∑ σ : Equiv.Perm (Fin N),
      ((Equiv.Perm.sign σ : ℤ) : ℂ) * ∏ k, f (σ k) (x k) := fun x => by
    simp only [orbDet, det_apply', of_apply]
  -- the sign of the permutation cancels against the reordering of rows
  have hs : ∀ σ : Equiv.Perm (Fin N), ((Equiv.Perm.sign σ : ℤ) : ℂ) *
      braket (fun x : Fin N → X => ∏ k, (w k (x k) * f (σ k) (x k))) (orbDet g) =
      (overlap (fun i y => w (σ.symm i) y * f i y) g).det := by
    intro σ
    have e : overlap (fun k y => w k y * f (σ k) y) g =
        (overlap (fun i y => w (σ.symm i) y * f i y) g).submatrix σ id := by
      ext k j
      simp [overlap]
    have sq : ((Equiv.Perm.sign σ : ℤ) : ℂ) * ((Equiv.Perm.sign σ : ℤ) : ℂ) = 1 := by
      rcases Int.units_eq_one_or (Equiv.Perm.sign σ) with h | h <;> simp [h]
    rw [hartree_overlap (fun k y => w k y * f (σ k) y) g, e, det_permute,
      ← mul_assoc, sq, one_mul]
  rw [← Finset.sum_congr rfl fun σ _ => hs σ]
  simp only [braket, hf, Finset.mul_sum, map_sum, Finset.sum_mul]
  rw [Finset.sum_comm]
  refine Finset.sum_congr rfl fun σ _ => Finset.sum_congr rfl fun x _ => ?_
  simp only [map_mul, map_intCast, Finset.prod_mul_distrib]
  ring

/-- The two prefactors `1 / √N!` of a matrix element between Slater determinants
combine to `1 / N!`. -/
theorem braket_slater (W : (Fin N → X) → ℂ) (f g : Fin N → X → ℂ) :
    braket (fun x => W x * slater f x) (slater g) =
      braket (fun x => W x * orbDet f x) (orbDet g) / (N.factorial : ℂ) := by
  have h : ((√(N.factorial : ℝ) : ℝ) : ℂ) * ((√(N.factorial : ℝ) : ℝ) : ℂ) =
      (N.factorial : ℂ) := by
    rw [← Complex.ofReal_mul, Real.mul_self_sqrt (Nat.cast_nonneg _), Complex.ofReal_natCast]
  simp only [braket, slater, Finset.sum_div, map_mul, map_div₀, Complex.conj_ofReal]
  refine Finset.sum_congr rfl fun x _ => ?_
  rw [← h]
  ring

/-- **Löwdin overlap rule.** The inner product of two Slater determinants built from
arbitrary complex orbitals is the determinant of the orbital overlap matrix. -/
theorem lowdin_overlap (f g : Fin N → X → ℂ) :
    braket (slater f) (slater g) = (overlap f g).det := by
  have hc : (N.factorial : ℂ) ≠ 0 := by exact_mod_cast N.factorial_ne_zero
  have h := braket_slater (fun _ => 1) f g
  have h2 := weighted_overlap (fun _ _ => 1) f g
  simp only [one_mul, Finset.prod_const_one] at h h2
  -- all `N!` permutations contribute the same determinant
  rw [Finset.sum_const, Finset.card_univ, Fintype.card_perm, Fintype.card_fin,
    nsmul_eq_mul] at h2
  exact h.trans (by rw [h2, mul_div_cancel_left₀ _ hc])

/-- The Slater determinant of orthonormal orbitals is normalised. -/
theorem slater_normalised (f : Fin N → X → ℂ)
    (hf : ∀ i j, braket (f i) (f j) = if i = j then 1 else 0) :
    braket (slater f) (slater f) = 1 := by
  have h : overlap f f = 1 := by
    ext i j
    simp [overlap, hf, one_apply]
  rw [lowdin_overlap, h, det_one]

/-- Two Slater determinants are orthogonal exactly when some linear combination of the
orbitals `g j`, with coefficients not all zero, is orthogonal to every orbital `f i`. -/
theorem slater_orthogonal_iff (f g : Fin N → X → ℂ) :
    braket (slater f) (slater g) = 0 ↔
      ∃ c : Fin N → ℂ, c ≠ 0 ∧ ∀ i, braket (f i) (fun y => ∑ j, c j * g j y) = 0 := by
  have h : ∀ (c : Fin N → ℂ) (i : Fin N),
      (overlap f g *ᵥ c) i = braket (f i) (fun y => ∑ j, c j * g j y) := by
    intro c i
    simp only [mulVec, dotProduct, overlap, of_apply, braket, Finset.sum_mul, Finset.mul_sum]
    rw [Finset.sum_comm]
    refine Finset.sum_congr rfl fun y _ => Finset.sum_congr rfl fun j _ => ?_
    ring
  rw [lowdin_overlap, ← exists_mulVec_eq_zero_iff]
  refine exists_congr fun c => and_congr_right fun _ => ?_
  simp only [funext_iff, h, Pi.zero_apply]

/-- The matrix element of a local one-body operator `∑ₖ v(xₖ)` between two Slater
determinants is the sum over `i` of the determinants of the overlap matrix with row `i`
replaced by the orbital matrix elements of `v`. -/
theorem one_body_rule (v : X → ℂ) (f g : Fin N → X → ℂ) :
    braket (slater f) (fun x => (∑ k, v (x k)) * slater g x) =
      ∑ i, ((overlap f g).updateRow i
        (fun j => braket (f i) (fun y => v y * g j y))).det := by
  have hc : (N.factorial : ℂ) ≠ 0 := by exact_mod_cast N.factorial_ne_zero
  let F : Fin N → ℂ := fun i => ((overlap f g).updateRow i
    (fun j => braket (f i) (fun y => v y * g j y))).det
  -- the contribution of particle `m`: the weight sits on that particle alone
  have step : ∀ m : Fin N, braket (slater f) (fun x => v (x m) * slater g x) =
      (∑ σ : Equiv.Perm (Fin N), F (σ m)) / (N.factorial : ℂ) := by
    intro m
    let w : Fin N → X → ℂ := fun k y => if k = m then conj (v y) else 1
    have hw : ∀ x : Fin N → X, ∏ k, w k (x k) = conj (v (x m)) := by
      intro x
      simp [w]
    have h1 : braket (slater f) (fun x => v (x m) * slater g x) =
        braket (fun x => (∏ k, w k (x k)) * slater f x) (slater g) := by
      simp only [braket, hw, map_mul, Complex.conj_conj]
      refine Finset.sum_congr rfl fun x _ => ?_
      ring
    rw [h1, braket_slater (fun x => ∏ k, w k (x k)) f g, weighted_overlap]
    congr 1
    refine Finset.sum_congr rfl fun σ _ => congrArg Matrix.det ?_
    ext i j
    by_cases hi : i = σ m
    · subst hi
      simp only [updateRow_self, overlap, of_apply, braket, w, Equiv.symm_apply_apply,
        if_true, map_mul, Complex.conj_conj]
      refine Finset.sum_congr rfl fun y _ => ?_
      ring
    · have hm : σ.symm i ≠ m := fun h => hi (by rw [← h, Equiv.apply_symm_apply])
      rw [updateRow_ne hi]
      simp only [overlap, of_apply, w, if_neg hm, one_mul]
  have split : braket (slater f) (fun x => (∑ k, v (x k)) * slater g x) =
      ∑ m, braket (slater f) (fun x => v (x m) * slater g x) := by
    simp only [braket, Finset.sum_mul, Finset.mul_sum]
    exact Finset.sum_comm
  -- each permutation runs through every row once
  have total : ∑ m, ∑ σ : Equiv.Perm (Fin N), F (σ m) = (N.factorial : ℂ) * ∑ i, F i := by
    rw [Finset.sum_comm, Finset.sum_congr rfl fun σ _ => Equiv.sum_comp σ F,
      Finset.sum_const, Finset.card_univ, Fintype.card_perm, Fintype.card_fin, nsmul_eq_mul]
  rw [split, Finset.sum_congr rfl fun m _ => step m, ← Finset.sum_div, total,
    mul_div_cancel_left₀ _ hc]

end

end LowdinOverlap
```

```lean
#print axioms LowdinOverlap.slater_normalised
#print axioms LowdinOverlap.slater_orthogonal_iff
#print axioms LowdinOverlap.one_body_rule
```

```
'LowdinOverlap.slater_normalised' depends on axioms: [propext, Classical.choice, Quot.sound]
'LowdinOverlap.slater_orthogonal_iff' depends on axioms: [propext, Classical.choice, Quot.sound]
'LowdinOverlap.one_body_rule' depends on axioms: [propext, Classical.choice, Quot.sound]
```

## Finite sums, local operators and the lemmas behind them

A configuration is a function `Fin N → X`, which assigns a point to each particle. A point may carry a spin label. `braket` is conjugate-linear in its first argument and serves for both orbitals and $N$-particle functions. `orbDet`, `slater` and `overlap` are $D_f$, $\Phi_f$ and $S$. In `one_body_rule`, `updateRow` performs the row replacement.

`hartree_overlap` proves the first step of the derivation, with `Finset.prod_univ_sum` supplying the factorisation. In `weighted_overlap`, `det_permute` produces the second permutation sign and `sq` cancels the pair. `braket_slater` combines the prefactors, and `lowdin_overlap` counts the equal terms. `slater_normalised` substitutes the identity matrix for `overlap f f`, while `slater_orthogonal_iff` uses the equivalence between a zero determinant and a nonzero null vector. Inside `one_body_rule`, `split` separates the particles, `step` evaluates one of them, and `total` collects the rows.

Several limits matter when the identities are compared with a code:

- **Normalisation.** The factor $1/\sqrt{N!}$ normalises the determinant when its orbitals are orthonormal, the hypothesis of `slater_normalised`. In general $\langle\Phi_f|\Phi_f\rangle$ is the determinant of the overlaps among the $f_i$.
- **Inner product.** Every point has weight 1. Positive quadrature weights can be absorbed by multiplying orbital values by their square roots. For coefficient vectors in a nonorthogonal atomic basis, `braket` omits the basis overlap matrix; transforming the coefficients to an orthonormal basis accounts for it. A local potential is generally not diagonal in that basis, and `one_body_rule` then does not give its matrix elements.
- **Operators.** `one_body_rule` treats multiplication by $v$, which may be complex. Kinetic energy, other one-body operators that are not multiplication by a function, and the electron repulsion are not treated, so the file does not supply a full electronic Hamiltonian matrix.
- **Space and numerics.** Integrals over continuous space are not covered. The equalities concern complex numbers and give no bound on floating-point error, including for nearly singular $S$.
